# Balancing one index with nonzero off-diagonal row and column: the factor √(r/c) minimises the off-diagonal Frobenius norm

Take the matrix

\[
A=\begin{pmatrix}1&1\\16&2\end{pmatrix},\qquad D=\begin{pmatrix}f&0\\0&1\end{pmatrix},\qquad
D^{-1}AD=\begin{pmatrix}1&1/f\\16f&2\end{pmatrix},\qquad f>0 .
\]

The eigenvalues do not depend on \(f\), but the off-diagonal entries do. Their product stays at 16, while the sum of their squares is \((16f)^2+(1/f)^2\). At \(f=1\) this sum is 257. At \(f=1/4\) both entries equal 4 and the sum is 32, its smallest value. The decrease is \(225=(16-1)^2\).

The same mechanism works for one index \(k\) of a complex matrix of any finite size. Let \(c\) and \(r\) be the Euclidean norms of column \(k\) and row \(k\), both without the diagonal entry. Scaling the index by \(f\) turns them into \(cf\) and \(r/f\), and when both are positive, the Frobenius norm of the off-diagonal part of the whole matrix is smallest at \(f^2=r/c\). This is the single-index step of Osborne balancing, which is applied to non-Hermitian matrices before a QR eigenvalue computation; the results below concern one such step in exact arithmetic, not the convergence of repeated sweeps or the accuracy of the computed eigenvalues.

## The similarity transform and the norms

The rows and columns are labelled by a finite type `n`, and the entries are complex.

In Lean 4 with Mathlib:

```lean
import Mathlib

open Matrix

namespace OsborneBalancing

noncomputable section

variable {n : Type*} [Fintype n] [DecidableEq n]
```

The diagonal matrix \(D\) has entries \(d_k=f\) and \(d_i=1\) for \(i\neq k\). The function `scaling k f` gives these real numbers.

```lean
/-- The diagonal of the scaling matrix: `f` at index `k` and `1` elsewhere. -/
def scaling (k : n) (f : ℝ) (i : n) : ℝ := if i = k then f else 1
```

The transformed matrix is the product \(D^{-1}AD\), with the inverse written as the diagonal matrix of the reciprocals \(d_i^{-1}\). The real scale factors are converted to complex numbers so that they can multiply \(A\).

```lean
/-- The diagonal similarity transform `D⁻¹ A D` that scales the single index `k` by `f`. -/
def rescale (A : Matrix n n ℂ) (k : n) (f : ℝ) : Matrix n n ℂ :=
  Matrix.diagonal (fun i => ((scaling k f i : ℝ) : ℂ)⁻¹) * A *
    Matrix.diagonal (fun i => ((scaling k f i : ℝ) : ℂ))
```

To measure the off-diagonal part, give each entry the weight

\[
w_{ij}(A)=\begin{cases}0,& i=j,\\ |A_{ij}|^2,& i\ne j.\end{cases}
\]

```lean
/-- The squared modulus of an off-diagonal entry; diagonal entries count as zero. -/
def offWeight (A : Matrix n n ℂ) (i j : n) : ℝ := if i = j then 0 else ‖A i j‖ ^ 2
```

The column norm is then \(c=\sqrt{\sum_i w_{ik}(A)}\).

```lean
/-- The Euclidean norm of column `k` without its diagonal entry. -/
def colNorm (A : Matrix n n ℂ) (k : n) : ℝ := Real.sqrt (∑ i, offWeight A i k)
```

The row norm is \(r=\sqrt{\sum_j w_{kj}(A)}\).

```lean
/-- The Euclidean norm of row `k` without its diagonal entry. -/
def rowNorm (A : Matrix n n ℂ) (k : n) : ℝ := Real.sqrt (∑ j, offWeight A k j)
```

The squared Frobenius norm of the off-diagonal part is \(S(A)=\sum_{i,j}w_{ij}(A)\), called `offSq`. Unlike \(c\) and \(r\), it is left as a square.

```lean
/-- The squared Frobenius norm of the off-diagonal part of the matrix. -/
def offSq (A : Matrix n n ℂ) : ℝ := ∑ i, ∑ j, offWeight A i j
```

## What the scaling preserves and what it changes

For \(f\neq0\) the matrix \(D\) is invertible. Since \(XY\) and \(YX\) have the same characteristic polynomial for square \(X\) and \(Y\),

\[
\chi_{(D^{-1}A)D}=\chi_{D(D^{-1}A)}=\chi_A .
\]

The eigenvalues are therefore kept with their algebraic multiplicities. In the proof, `Matrix.charpoly_mul_comm` moves \(D\) to the front, and `hs` supplies the cancellations \(d_id_i^{-1}=1\).

```lean
/-- Scaling an index by a nonzero factor preserves the characteristic polynomial. -/
theorem charpoly_rescale (A : Matrix n n ℂ) (k : n) {f : ℝ} (hf : f ≠ 0) :
    (rescale A k f).charpoly = A.charpoly := by
  have hs : ∀ i, ((scaling k f i : ℝ) : ℂ) * ((scaling k f i : ℝ) : ℂ)⁻¹ = 1 := by
    intro i
    apply mul_inv_cancel₀
    rw [Complex.ofReal_ne_zero]
    unfold scaling
    split_ifs
    · exact hf
    · exact one_ne_zero
  -- move `D` to the front, where it cancels `D⁻¹`
  rw [rescale, Matrix.charpoly_mul_comm, ← Matrix.mul_assoc, Matrix.diagonal_mul_diagonal]
  simp only [hs, Matrix.diagonal_one, Matrix.one_mul]
```

Entry by entry, \((D^{-1}AD)_{ij}=d_i^{-1}A_{ij}d_j\). Taking squared moduli off the diagonal gives

\[
w_{ij}(D^{-1}AD)=d_i^{-2}\,w_{ij}(A)\,d_j^2 .
\]

On the diagonal both sides are zero by definition. The proof splits into these two cases.

```lean
/-- Each off-diagonal squared modulus is divided by the squared scale of its row and
multiplied by the squared scale of its column. -/
theorem offWeight_rescale (A : Matrix n n ℂ) (k : n) (f : ℝ) (i j : n) :
    offWeight (rescale A k f) i j =
      ((scaling k f i)⁻¹) ^ 2 * offWeight A i j * (scaling k f j) ^ 2 := by
  unfold offWeight
  split_ifs
  · ring
  · rw [rescale, Matrix.mul_diagonal, Matrix.diagonal_mul]
    simp only [norm_mul, norm_inv, Complex.norm_real, Real.norm_eq_abs, mul_pow, inv_pow, sq_abs]
```

In column \(k\), every off-diagonal entry has \(d_i=1\) and \(d_k=f\), so its weight is multiplied by \(f^2\). Hence

\[
\sqrt{\sum_i f^2w_{ik}(A)}=f\sqrt{\sum_i w_{ik}(A)}=cf .
\]

The last square root uses \(f>0\), since in general \(\sqrt{f^2}=|f|\). The local statement `h` is the entrywise factor; the common \(f^2\) is then taken out of the sum and the root.

```lean
/-- Scaling index `k` by `f > 0` multiplies its off-diagonal column norm by `f`. -/
theorem colNorm_rescale (A : Matrix n n ℂ) (k : n) {f : ℝ} (hf : 0 < f) :
    colNorm (rescale A k f) k = colNorm A k * f := by
  have h : ∀ i, offWeight (rescale A k f) i k = f ^ 2 * offWeight A i k := by
    intro i
    rw [offWeight_rescale]
    by_cases hi : i = k
    · simp [offWeight, hi]
    · simp only [scaling, hi, eq_self, if_true, if_false]
      ring
  unfold colNorm
  simp only [h]
  rw [← Finset.mul_sum, Real.sqrt_mul (sq_nonneg f), Real.sqrt_sq hf.le, mul_comm]
```

In row \(k\) the roles are exchanged: each off-diagonal weight is multiplied by \(f^{-2}\), and the norm becomes \(r/f\).

```lean
/-- Scaling index `k` by `f > 0` divides its off-diagonal row norm by `f`. -/
theorem rowNorm_rescale (A : Matrix n n ℂ) (k : n) {f : ℝ} (hf : 0 < f) :
    rowNorm (rescale A k f) k = rowNorm A k / f := by
  have h : ∀ j, offWeight (rescale A k f) k j = (f⁻¹) ^ 2 * offWeight A k j := by
    intro j
    rw [offWeight_rescale]
    by_cases hj : j = k
    · simp [offWeight, hj]
    · simp only [scaling, hj, eq_self, if_true, if_false]
      ring
  unfold rowNorm
  simp only [h]
  rw [← Finset.mul_sum, Real.sqrt_mul (sq_nonneg _), Real.sqrt_sq (inv_pos.2 hf).le,
    mul_comm, div_eq_mul_inv]
```

## The excess is a perfect square

The two new norms have the fixed product \(cr\). Expanding a square gives

\[
(cf-r/f)^2=(cf)^2-2cr+(r/f)^2,
\]

and therefore

\[
(cf)^2+(r/f)^2=2cr+(cf-r/f)^2\ \ge\ 2cr .
\]

Equality holds exactly when \(cf=r/f\). Multiplying by \(f>0\) and dividing by \(c>0\) turns this into \(f^2=r/c\).

The theorem states both parts for real \(c,f>0\) and any real \(r\). If \(r\le0\), no positive \(f\) satisfies the equality condition, and the inequality is strict. In the proof, `key` is the displayed identity, and the two directions of the equivalence pass through `h0`, which says that the scaled norms agree.

```lean
/-- For `c, f > 0` and any real `r`, `(c * f) ^ 2 + (r / f) ^ 2` is at least `2 c r`, with equality
exactly when `f ^ 2 = r / c`. -/
theorem scaled_sum_bound {c f : ℝ} (r : ℝ) (hc : 0 < c) (hf : 0 < f) :
    2 * c * r ≤ (c * f) ^ 2 + (r / f) ^ 2 ∧
      ((c * f) ^ 2 + (r / f) ^ 2 = 2 * c * r ↔ f ^ 2 = r / c) := by
  have h : f * (r / f) = r := mul_div_cancel₀ r hf.ne'
  -- the excess over `2 c r` is a perfect square
  have key : (c * f) ^ 2 + (r / f) ^ 2 = 2 * c * r + (c * f - r / f) ^ 2 := by
    linear_combination 2 * c * h
  refine ⟨by rw [key]; linarith [sq_nonneg (c * f - r / f)], ?_⟩
  rw [key, eq_div_iff hc.ne']
  constructor
  · intro e
    have h1 : (c * f - r / f) ^ 2 = 0 := by linarith
    have h0 : c * f - r / f = 0 := (pow_eq_zero_iff two_ne_zero).1 h1
    linear_combination f * h0 + h
  · intro e
    have h0 : c * f = r / f := by
      rw [eq_div_iff hf.ne']
      linear_combination e
    rw [h0]
    ring
```

## From two norms to the whole matrix

An entry outside row \(k\) and column \(k\) has \(d_i=d_j=1\) and does not change. The diagonal entry at \(k\) has weight zero, so row and column can be counted separately without overlap. Writing \(B=D^{-1}AD\), and \(c_B,r_B\) for its norms at index \(k\),

\[
S(B)=S(A)+(c_B^2-c^2)+(r_B^2-r^2).
\]

In the proof, `hcol` and `hrow` express the squared norms as sums of weights. The statement `hw` writes the change of each entry as a column correction, present only for \(j=k\), plus a row correction, present only for \(i=k\). Summing over all \(i\) and \(j\) leaves one column sum and one row sum.

```lean
/-- The off-diagonal Frobenius weight changes only through column `k` and row `k`. -/
theorem offSq_rescale (A : Matrix n n ℂ) (k : n) (f : ℝ) :
    offSq (rescale A k f) = offSq A + (colNorm (rescale A k f) k ^ 2 - colNorm A k ^ 2)
      + (rowNorm (rescale A k f) k ^ 2 - rowNorm A k ^ 2) := by
  have hpos : ∀ (B : Matrix n n ℂ) i j, 0 ≤ offWeight B i j := by
    intro B i j
    unfold offWeight
    split_ifs <;> positivity
  have hcol : ∀ B : Matrix n n ℂ, colNorm B k ^ 2 = ∑ i, offWeight B i k :=
    fun B => Real.sq_sqrt (Finset.sum_nonneg fun i _ => hpos B i k)
  have hrow : ∀ B : Matrix n n ℂ, rowNorm B k ^ 2 = ∑ j, offWeight B k j :=
    fun B => Real.sq_sqrt (Finset.sum_nonneg fun j _ => hpos B k j)
  -- entrywise, the change sits in column `k` or in row `k`
  have hw : ∀ i j, offWeight (rescale A k f) i j = offWeight A i j
      + (if j = k then offWeight (rescale A k f) i k - offWeight A i k else 0)
      + (if i = k then offWeight (rescale A k f) k j - offWeight A k j else 0) := by
    intro i j
    by_cases hi : i = k
    · by_cases hj : j = k
      · simp [hi, hj, offWeight]
      · rw [hi, if_neg hj, if_pos (rfl : k = k)]
        ring
    · by_cases hj : j = k
      · rw [hj, if_pos (rfl : k = k), if_neg hi]
        ring
      · rw [if_neg hj, if_neg hi, offWeight_rescale]
        simp only [scaling, hi, hj, if_false]
        ring
  have h3 : ∀ g : n → ℝ, ∑ i, ∑ j, (if i = k then g j else 0) = ∑ j, g j := by
    intro g
    rw [Finset.sum_comm]
    exact Finset.sum_congr rfl fun j _ => by simp
  have hs := Finset.sum_congr (rfl : (Finset.univ : Finset n) = Finset.univ)
    fun i _ => Finset.sum_congr (rfl : (Finset.univ : Finset n) = Finset.univ)
      fun j _ => hw i j
  simp only [Finset.sum_add_distrib, h3, Finset.sum_ite_eq', Finset.mem_univ, if_true,
    Finset.sum_sub_distrib] at hs
  rw [hcol, hcol, hrow, hrow]
  unfold offSq
  linarith [hs]
```

Insert \(c_B=cf\) and \(r_B=r/f\) and apply the scalar bound:

\[
S(B)=S(A)-c^2-r^2+(cf)^2+(r/f)^2\ \ge\ S(A)-c^2-r^2+2cr=S(A)-(c-r)^2 .
\]

One scaling of index \(k\) can thus lower \(S\) by at most \((c-r)^2\), and it reaches this amount exactly when \(f^2=r/c\). If \(c=r\) at index \(k\), no scaling of that index lowers \(S\); for a Hermitian matrix this is the case at every index.

The hypotheses are \(c>0\) and \(f>0\); the row norm may vanish, in which case the bound holds but is not reached. The proof rewrites \(S(B)\) by the three preceding matrix results, after which both claims follow from `scaled_sum_bound` by adding the same constants to both sides.

```lean
/-- Scaling one index lowers the squared off-diagonal Frobenius norm by at most
`(c - r) ^ 2`, and by exactly this amount if and only if `f ^ 2 = r / c`. -/
theorem osborne_optimal (A : Matrix n n ℂ) (k : n) {f : ℝ}
    (hc : 0 < colNorm A k) (hf : 0 < f) :
    offSq A - (colNorm A k - rowNorm A k) ^ 2 ≤ offSq (rescale A k f) ∧
      (offSq (rescale A k f) = offSq A - (colNorm A k - rowNorm A k) ^ 2 ↔
        f ^ 2 = rowNorm A k / colNorm A k) := by
  obtain ⟨h1, h2⟩ := scaled_sum_bound (rowNorm A k) hc hf
  rw [offSq_rescale, colNorm_rescale A k hf, rowNorm_rescale A k hf]
  refine ⟨by nlinarith [h1], ?_⟩
  rw [← h2]
  constructor <;> intro h <;> linear_combination h
```

When \(c\) and \(r\) are both positive, the equation \(f^2=r/c\) has the positive solution \(f=\sqrt{r/c}\). At this factor

\[
cf=\frac{r}{f}=\sqrt{cr},\qquad S(B)=S(A)-(c-r)^2 .
\]

For the opening matrix, \(c=16\) and \(r=1\) give \(f=1/4\) and the common norm 4. The theorem states that the two norms are equal and that the decrease has this exact value. The second part is the equality case of `osborne_optimal`; the first comes from \(cf^2=r\) after division by \(f\).

The factor here is an exact real number. If \(f\) is restricted to powers of the floating-point base, so that the scaling causes no rounding error apart from overflow and underflow, this minimum is reached only when \(\sqrt{r/c}\) is itself such a power.

```lean
/-- With the factor `√(r / c)`, the column and row norms become equal and the squared
off-diagonal Frobenius norm drops by `(c - r) ^ 2`. -/
theorem osborne_step (A : Matrix n n ℂ) (k : n)
    (hc : 0 < colNorm A k) (hr : 0 < rowNorm A k) :
    let B := rescale A k (Real.sqrt (rowNorm A k / colNorm A k))
    colNorm B k = rowNorm B k ∧ offSq B = offSq A - (colNorm A k - rowNorm A k) ^ 2 := by
  intro B
  have hf : 0 < Real.sqrt (rowNorm A k / colNorm A k) := Real.sqrt_pos.2 (div_pos hr hc)
  have hsq := Real.sq_sqrt (div_pos hr hc).le
  refine ⟨?_, (osborne_optimal A k hc hf).2.2 hsq⟩
  have e := (eq_div_iff hc.ne').1 hsq
  change colNorm (rescale A k _) k = rowNorm (rescale A k _) k
  rw [colNorm_rescale A k hf, rowNorm_rescale A k hf, eq_div_iff hf.ne']
  linear_combination e
```

## A zero off-diagonal row with a nonzero off-diagonal column leaves no best factor

Suppose \(r=0\) and \(c>0\). The row stays zero under every scaling, and only the column term depends on \(f\):

\[
S(B)=S(A)-c^2+c^2f^2 .
\]

Replacing \(f\) by \(f/2\) divides the last term by four and lowers \(S\) by \(\tfrac34c^2f^2>0\). Every positive factor can therefore be improved, and no minimum is attained. In the \(2\times2\) case this is a triangular matrix, whose one nonzero off-diagonal entry can be made as small as desired but never zero.

The theorem compares \(f/2\) with \(f\) directly. Its proof inserts the scaled norms, sets the row terms to zero, and uses `hq` for the factor of one quarter.

```lean
/-- If the off-diagonal row vanishes but the column does not, halving any positive factor gives a
smaller squared off-diagonal Frobenius norm. -/
theorem no_optimal_factor (A : Matrix n n ℂ) (k : n) {f : ℝ}
    (hc : 0 < colNorm A k) (hr : rowNorm A k = 0) (hf : 0 < f) :
    offSq (rescale A k (f / 2)) < offSq (rescale A k f) := by
  have hp : 0 < (colNorm A k * f) ^ 2 := by positivity
  rw [offSq_rescale A k (f / 2), offSq_rescale A k f, colNorm_rescale A k (half_pos hf),
    rowNorm_rescale A k (half_pos hf), colNorm_rescale A k hf, rowNorm_rescale A k hf,
    hr, zero_div, zero_div]
  have hq : (colNorm A k * (f / 2)) ^ 2 = (colNorm A k * f) ^ 2 / 4 := by ring
  rw [hq]
  linarith

end

end OsborneBalancing
```

```lean
#print axioms OsborneBalancing.charpoly_rescale
-- 'OsborneBalancing.charpoly_rescale' depends on axioms: [propext, Classical.choice, Quot.sound]
#print axioms OsborneBalancing.osborne_step
-- 'OsborneBalancing.osborne_step' depends on axioms: [propext, Classical.choice, Quot.sound]
#print axioms OsborneBalancing.no_optimal_factor
-- 'OsborneBalancing.no_optimal_factor' depends on axioms: [propext, Classical.choice, Quot.sound]
```
